# The scaled Chebyshev recursion keeps eigencomponents at $x_0>1$ and multiplies those in $[-1,1]$ by at most $1/T_k(x_0)$ in magnitude

I have a Hamiltonian matrix $H$, shifted and scaled so that the unwanted part of its spectrum lies in $[-1,1]$ and the states I want lie above 1. Applying the Chebyshev polynomial $T_k(H)$ to a trial vector $v$ brings out the wanted states, but the vector can become very large. I therefore pick a reference energy $x_0>1$ and run

$$Y_0=v,\quad Y_1=s_1Hv,\quad Y_{k+1}=2s_{k+1}HY_k-s_ks_{k+1}Y_{k-1}\quad(k\ge1),$$

with $s_1=1/x_0$ and $s_{k+1}=1/(2x_0-s_k)$. This should give $Y_k=T_k(H)v/T_k(x_0)$, leave components at $x_0$ alone and damp those in $[-1,1]$. Can this be made rigorous and machine-checked?

## The scaling factors are ratios of Chebyshev values

Yes, for a real symmetric $H$. Write $t_k=T_k(x_0)$, so that $t_0=1$, $t_1=x_0$ and $t_{k+2}=2x_0t_{k+1}-t_k$.

First, $0<s_1=1/x_0<1$. If $0<s_k<1$, then $2x_0-s_k>1$, hence $0<s_{k+1}<1$.

Next, $t_k>0$ and $t_k=s_{k+1}t_{k+1}$ for all $k\ge0$. This holds at $k=0$. If it holds at $k$, then $t_{k+1}>0$ because $s_{k+1}>0$, and
$$t_{k+2}=(2x_0-s_{k+1})t_{k+1},\qquad\text{so}\qquad t_{k+1}=s_{k+2}t_{k+2}.$$

Now divide $T_{k+2}(H)v=2H\,T_{k+1}(H)v-T_k(H)v$ by $t_{k+2}$. Since
$$\frac1{t_{k+2}}=\frac{s_{k+2}}{t_{k+1}}=\frac{s_{k+1}s_{k+2}}{t_k},$$
the normalised vectors obey your recursion. They also share its first two members, so they are the $Y_k$.

## What happens to each eigencomponent

Let $Hu=eu$. Symmetry gives $u\cdot Hw=e\,(u\cdot w)$ for every $w$. The numbers $u\cdot T_k(H)v$ therefore start with $u\cdot v$ and $e\,(u\cdot v)$ and follow the Chebyshev recurrence at $e$, which gives
$$u\cdot Y_k=\frac{T_k(e)}{T_k(x_0)}\,u\cdot v.$$

At $e=x_0$ the factor is 1. For $e>x_0$ and $k\ge1$ it exceeds 1, because $T_k$ is strictly increasing on $[1,\infty)$, so components above $x_0$ are still amplified. If the whole spectrum lies in $[-1,x_0]$, no component grows in magnitude. These two remarks on growth are not part of the Lean file. For $e=\cos\theta\in[-1,1]$, $T_k(e)=\cos k\theta$, so the factor is at most $1/t_k$ in magnitude. At $e=1$ it equals $1/t_k$.

The damping is at least geometric: $t_k=s_{k+1}t_{k+1}\le x_0t_{k+1}$ gives $t_{k+2}\ge x_0t_{k+1}$, and so $t_k\ge x_0^k$. The true growth is faster: $t_{k+1}/t_k$ tends to $x_0+\sqrt{x_0^2-1}$ as $k$ grows, a limit that is not part of the Lean file. At $k=0$ nothing is damped, since $Y_0=v$ and $t_0=1$.

Take $x_0=5/4$. Then $s_1=4/5$, $s_2=10/17$ and $t_2=17/8$. For a component of initial size 1 at $e=1$, the recursion gives $4/5$ and then $2\cdot\frac{10}{17}\cdot\frac45-\frac8{17}=\frac8{17}=1/t_2$. At $e=5/4$ it gives 1 and then $\frac{25}{17}-\frac8{17}=1$.

## How the Lean statement reads

`H` is a real matrix over a finite index type, and `H.IsSymm` says that it is symmetric. `cheb k x` is $T_k(x)$, and `chebVec H v k` is $T_k(H)v$. The recursion is defined separately as `filterIter`, so its agreement with the polynomial is a theorem. The index of `scale` is shifted: `scale x0 k` is $s_{k+1}$.

`scaled_chebyshev_filter` states the closed form, the preservation at $x_0$ and the bound on $[-1,1]$; `scale_bounds` gives $0<s_k<1$. The vector `u` need not be normalised: dividing by its length rescales both sides equally. If $x_0$ is not an eigenvalue, the preservation clause concerns only $u=0$.

For electronic structure, this describes filtering with one fixed, finite matrix in an orthonormal basis, in exact arithmetic. Rounding, sparse truncation and the choice of spectral bounds are not modelled. When the wanted states are the lowest ones, as for occupied orbitals, a scaling with a change of sign reverses the order of the spectrum and puts them above 1, as assumed here. One can also keep the order, so that they lie below $-1$, and take the reference energy there: replacing $H$ and $x_0$ by $-H$ and $-x_0$ changes the sign of every $s_k$ and leaves every $Y_k$ the same. The Lean file treats only $x_0>1$.

```lean
import Mathlib

open Matrix Polynomial

namespace ScaledChebyshevFilter

noncomputable section

variable {n : Type*} [Fintype n] [DecidableEq n]

/-- The Chebyshev polynomial of the first kind `T_k`, evaluated at a real energy `x`. -/
def cheb (k : ℕ) (x : ℝ) : ℝ := (Chebyshev.T ℝ (k : ℤ)).eval x

/-- The unnormalised filtered vector `T_k(H) v`. -/
def chebVec (H : Matrix n n ℝ) (v : n → ℝ) (k : ℕ) : n → ℝ :=
  (aeval H (Chebyshev.T ℝ (k : ℤ))) *ᵥ v

/-- The scaling factors of the filter: `scale x0 k` is `s_(k+1)`, with `s_1 = 1/x0` and
`s_(k+1) = 1/(2 x0 - s_k)`. -/
def scale (x0 : ℝ) : ℕ → ℝ
  | 0 => 1 / x0
  | k + 1 => 1 / (2 * x0 - scale x0 k)

/-- The scaled filter recursion: `Y_0 = v`, `Y_1 = s_1 H v` and
`Y_(k+1) = 2 s_(k+1) H Y_k - s_k s_(k+1) Y_(k-1)`. -/
def filterIter (H : Matrix n n ℝ) (x0 : ℝ) (v : n → ℝ) : ℕ → (n → ℝ)
  | 0 => v
  | 1 => scale x0 0 • (H *ᵥ v)
  | k + 2 => (2 * scale x0 (k + 1)) • (H *ᵥ filterIter H x0 v (k + 1))
      - (scale x0 k * scale x0 (k + 1)) • filterIter H x0 v k

/-- The three-term recurrence of the Chebyshev polynomials, indexed by natural numbers. -/
theorem chebPoly_add_two (k : ℕ) : Chebyshev.T ℝ ((k + 2 : ℕ) : ℤ) =
    2 * X * Chebyshev.T ℝ ((k + 1 : ℕ) : ℤ) - Chebyshev.T ℝ (k : ℤ) := by
  push_cast
  exact Chebyshev.T_add_two ℝ (k : ℤ)

private theorem cheb_add_two (k : ℕ) (x : ℝ) :
    cheb (k + 2) x = 2 * x * cheb (k + 1) x - cheb k x := by
  unfold cheb
  rw [chebPoly_add_two]
  simp

private theorem chebVec_add_two (H : Matrix n n ℝ) (v : n → ℝ) (k : ℕ) :
    chebVec H v (k + 2) = (2 : ℝ) • (H *ᵥ chebVec H v (k + 1)) - chebVec H v k := by
  unfold chebVec
  rw [chebPoly_add_two, map_sub, map_mul, two_mul, map_add, aeval_X, add_mul,
    Matrix.sub_mulVec, Matrix.add_mulVec, ← Matrix.mulVec_mulVec, two_smul]

/-- For `x0 > 1` every scaling factor lies strictly between 0 and 1. -/
theorem scale_bounds {x0 : ℝ} (hx : 1 < x0) (k : ℕ) : 0 < scale x0 k ∧ scale x0 k < 1 := by
  induction k with
  | zero =>
    have h0 : 0 < x0 := by linarith
    refine ⟨one_div_pos.mpr h0, ?_⟩
    change 1 / x0 < 1
    rw [div_lt_one h0]
    exact hx
  | succ k ih =>
    have hd : 0 < 2 * x0 - scale x0 k := by linarith [ih.2]
    refine ⟨one_div_pos.mpr hd, ?_⟩
    change 1 / (2 * x0 - scale x0 k) < 1
    rw [div_lt_one hd]
    linarith [ih.2]

/-- For `x0 > 1` the normalisation `T_k(x0)` is positive, and the scaling factor `s_(k+1)` is the
ratio of `T_k(x0)` to `T_(k+1)(x0)`. -/
theorem cheb_ratio {x0 : ℝ} (hx : 1 < x0) (k : ℕ) :
    0 < cheb k x0 ∧ cheb k x0 = scale x0 k * cheb (k + 1) x0 := by
  induction k with
  | zero =>
    have h0 : x0 ≠ 0 := by linarith
    exact ⟨by simp [cheb], by simp [cheb, scale, h0]⟩
  | succ k ih =>
    obtain ⟨hp, hr⟩ := ih
    have hs := scale_bounds hx k
    have hb : 0 < cheb (k + 1) x0 := by
      rw [hr] at hp
      exact (mul_pos_iff_of_pos_left hs.1).1 hp
    have hd : 2 * x0 - scale x0 k ≠ 0 := by
      have : 0 < 2 * x0 - scale x0 k := by linarith [hs.2]
      exact this.ne'
    -- the recurrence becomes a one-term relation between successive normalisations
    have hc : cheb (k + 2) x0 = (2 * x0 - scale x0 k) * cheb (k + 1) x0 := by
      rw [cheb_add_two]
      linear_combination -hr
    refine ⟨hb, ?_⟩
    change cheb (k + 1) x0 = 1 / (2 * x0 - scale x0 k) * cheb (k + 2) x0
    rw [hc, ← mul_assoc, one_div, inv_mul_cancel₀ hd, one_mul]

/-- The scaled recursion produces the normalised polynomial filter `T_k(H) v / T_k(x0)`. -/
theorem filterIter_eq (H : Matrix n n ℝ) (v : n → ℝ) {x0 : ℝ} (hx : 1 < x0) :
    ∀ k, filterIter H x0 v k = (cheb k x0)⁻¹ • chebVec H v k
  | 0 => by simp [filterIter, cheb, chebVec]
  | 1 => by simp [filterIter, cheb, chebVec, scale]
  | k + 2 => by
    obtain ⟨ha, hab⟩ := cheb_ratio hx k
    obtain ⟨hb, hbc⟩ := cheb_ratio hx (k + 1)
    have hc : 0 < cheb (k + 2) x0 := (cheb_ratio hx (k + 2)).1
    have hs0 : scale x0 k = cheb k x0 / cheb (k + 1) x0 := by
      rw [eq_div_iff hb.ne']
      exact hab.symm
    have hs1 : scale x0 (k + 1) = cheb (k + 1) x0 / cheb (k + 2) x0 := by
      rw [eq_div_iff hc.ne']
      exact hbc.symm
    -- both terms acquire the common normalisation 1 / T_(k+2)(x0)
    have h1 : scale x0 (k + 1) * (cheb (k + 1) x0)⁻¹ = (cheb (k + 2) x0)⁻¹ := by
      rw [hs1]
      field_simp
    have h2 : scale x0 k * scale x0 (k + 1) * (cheb k x0)⁻¹ = (cheb (k + 2) x0)⁻¹ := by
      rw [hs0, hs1]
      field_simp
    rw [filterIter, filterIter_eq H v hx (k + 1), filterIter_eq H v hx k, chebVec_add_two,
      Matrix.mulVec_smul, smul_smul, smul_smul, mul_assoc 2, h1, h2]
    module

private theorem chebVec_component {H : Matrix n n ℝ} (hH : H.IsSymm) (v : n → ℝ)
    {u : n → ℝ} {e : ℝ} (hu : H *ᵥ u = e • u) :
    ∀ k, u ⬝ᵥ chebVec H v k = cheb k e * (u ⬝ᵥ v) := by
  -- symmetry lets H act on the eigenvector
  have hmove : ∀ w : n → ℝ, u ⬝ᵥ (H *ᵥ w) = e * (u ⬝ᵥ w) := fun w => by
    rw [Matrix.dotProduct_mulVec, ← Matrix.mulVec_transpose, hH.eq, hu, smul_dotProduct,
      smul_eq_mul]
  intro k
  induction k using Nat.twoStepInduction with
  | zero => simp [chebVec, cheb]
  | one => simp [chebVec, cheb, hmove]
  | more k ih0 ih1 =>
    rw [chebVec_add_two, dotProduct_sub, dotProduct_smul, hmove, ih0, ih1, cheb_add_two,
      smul_eq_mul]
    ring

/-- The filter multiplies the component of `v` along an eigenvector of energy `e` by
`T_k(e) / T_k(x0)`. -/
theorem filterIter_component {H : Matrix n n ℝ} (hH : H.IsSymm) (v : n → ℝ) {x0 : ℝ}
    (hx : 1 < x0) {u : n → ℝ} {e : ℝ} (hu : H *ᵥ u = e • u) (k : ℕ) :
    u ⬝ᵥ filterIter H x0 v k = cheb k e / cheb k x0 * (u ⬝ᵥ v) := by
  rw [filterIter_eq H v hx, dotProduct_smul, chebVec_component hH v hu, smul_eq_mul]
  ring

/-- The scaled Chebyshev filter: the recursion yields `T_k(H) v / T_k(x0)`, leaves components of
energy `x0` unchanged, and multiplies those with energy in `[-1, 1]` by a factor of magnitude at
most `1 / T_k(x0)`. -/
theorem scaled_chebyshev_filter {H : Matrix n n ℝ} (hH : H.IsSymm) (v : n → ℝ) {x0 : ℝ}
    (hx : 1 < x0) (k : ℕ) :
    filterIter H x0 v k = (cheb k x0)⁻¹ • chebVec H v k ∧
    (∀ u : n → ℝ, H *ᵥ u = x0 • u → u ⬝ᵥ filterIter H x0 v k = u ⬝ᵥ v) ∧
    (∀ (u : n → ℝ) (e : ℝ), H *ᵥ u = e • u → e ∈ Set.Icc (-1) 1 →
      |u ⬝ᵥ filterIter H x0 v k| ≤ 1 / cheb k x0 * |u ⬝ᵥ v|) := by
  have hp := (cheb_ratio hx k).1
  refine ⟨filterIter_eq H v hx k, fun u hu => ?_, fun u e hu he => ?_⟩
  · rw [filterIter_component hH v hx hu, div_self hp.ne', one_mul]
  · -- on [-1, 1] the Chebyshev polynomial is a cosine
    have hT : |cheb k e| ≤ 1 := by
      unfold cheb
      rw [← Real.cos_arccos he.1 he.2, Chebyshev.T_real_cos]
      exact Real.abs_cos_le_one _
    rw [filterIter_component hH v hx hu, abs_mul, abs_div, abs_of_pos hp]
    gcongr

/-- The normalisation grows at least geometrically with the filter degree: `x0^k ≤ T_k(x0)`. -/
theorem pow_le_cheb {x0 : ℝ} (hx : 1 < x0) : ∀ k, x0 ^ k ≤ cheb k x0
  | 0 => by simp [cheb]
  | 1 => by simp [cheb]
  | k + 2 => by
    have ih := pow_le_cheb hx (k + 1)
    have hr := (cheb_ratio hx k).2
    have hb := (cheb_ratio hx (k + 1)).1
    have h1 : scale x0 k * cheb (k + 1) x0 ≤ x0 * cheb (k + 1) x0 :=
      mul_le_mul_of_nonneg_right (by linarith [(scale_bounds hx k).2]) hb.le
    have h2 : x0 * x0 ^ (k + 1) ≤ x0 * cheb (k + 1) x0 :=
      mul_le_mul_of_nonneg_left ih (by linarith)
    have h3 : x0 ^ (k + 2) = x0 * x0 ^ (k + 1) := by ring
    rw [cheb_add_two, h3]
    linarith

/-- At the band edge, energy 1, the component is multiplied by exactly `1 / T_k(x0)`. -/
theorem band_edge_sharp {H : Matrix n n ℝ} (hH : H.IsSymm) (v : n → ℝ) {x0 : ℝ}
    (hx : 1 < x0) {u : n → ℝ} (hu : H *ᵥ u = (1 : ℝ) • u) (k : ℕ) :
    u ⬝ᵥ filterIter H x0 v k = 1 / cheb k x0 * (u ⬝ᵥ v) := by
  have h1 : cheb k 1 = 1 := by
    unfold cheb
    rw [← Real.cos_zero, Chebyshev.T_real_cos, mul_zero]
  rw [filterIter_component hH v hx hu, h1]

end

end ScaledChebyshevFilter
```

```lean
#print axioms ScaledChebyshevFilter.scaled_chebyshev_filter
#print axioms ScaledChebyshevFilter.band_edge_sharp
```

```
'ScaledChebyshevFilter.scaled_chebyshev_filter' depends on axioms: [propext, Classical.choice, Quot.sound]
'ScaledChebyshevFilter.band_edge_sharp' depends on axioms: [propext, Classical.choice, Quot.sound]
```

## How the proof follows the algebra

`scale_bounds` and `cheb_ratio` are the two inductions on $s_k$ and $t_k$. In `cheb_ratio`, `linear_combination -hr` turns the three-term recurrence into the one-term relation for $t_{k+2}$.

`filterIter_eq` handles degrees 0 and 1 directly. For higher degrees, `h1` and `h2` are the two expressions for $1/t_{k+2}$, and `module` collects the vector terms.

In `chebVec_component`, `hmove` moves $H$ onto the eigenvector, and a two-step induction produces $T_k(e)$. `filterIter_component` divides by $t_k$. The main theorem then sets $e=x_0$ for preservation and writes $e$ as $\cos(\arccos e)$ for the bound. `pow_le_cheb` proves the geometric growth, and `band_edge_sharp` the equality at $e=1$.
